# Phase per step is bounded on a log-linear radial grid when the wavenumber is at most C + D/r

Let \(r>0\) be a radius, measured as a pure number in a fixed length unit, and let \(a,b>0\) be two grid parameters. The grid coordinate is

\[
t=g(r)=a\,r+b\log r ,
\]

with the natural logarithm. Equal steps in \(t\) are nearly logarithmic in \(r\) close to the nucleus and nearly uniform far out. Such grids suit atomic radial equations, Dirac–Coulomb ones included; the bounds below concern a prescribed scalar wavenumber \(k(r)\), and not the error of a solver.

```lean
import Mathlib

open Set

namespace LogLinearGrid

noncomputable section
```

In Lean the map \(g\) is `gridMap a b`. Since `Real.log` also has values at \(r\le 0\), the statements restrict the radius to `Ioi 0`, the open half-line \((0,\infty)\).

```lean
/-- The log-linear grid map `t = a r + b log r`, for radii `r > 0`. -/
def gridMap (a b r : ℝ) : ℝ := a * r + b * Real.log r
```

The radius belonging to \(t\) is written \(r(t)\), in Lean `gridRadius a b t`. The function `Function.invFunOn` picks a positive radius with \(g(r)=t\) if there is one, so the definition itself needs no proof of existence.

```lean
/-- The radius `r(t)` belonging to the grid coordinate `t`: the inverse of the grid map on
the positive half-line, for `a, b > 0`. -/
def gridRadius (a b t : ℝ) : ℝ := Function.invFunOn (gridMap a b) (Ioi 0) t
```

## (a) Slope of the grid map

**Task.** Show that for \(r>0\)

\[
\frac{dt}{dr}=a+\frac{b}{r}.
\]

**Solution.** The term \(a r\) contributes \(a\). The logarithm has derivative \(1/r\), so \(b\log r\) contributes \(b/r\).

In Lean, `HasDerivAt f f' x` says that `f` is differentiable at `x` with derivative `f'`. The signs of \(a\) and \(b\) play no role here.

```lean
/-- At a radius `r > 0` the grid coordinate changes at the rate `dt/dr = a + b/r`. -/
theorem hasDerivAt_gridMap (a b : ℝ) {r : ℝ} (hr : 0 < r) :
    HasDerivAt (gridMap a b) (a + b / r) r := by
  have h := ((hasDerivAt_id' r).const_mul a).fun_add
    ((Real.hasDerivAt_log hr.ne').const_mul b)
  exact h.congr_deriv (by ring)
```

## (b) Order of the grid points

**Task.** Show that

\[
0<x<y\quad\Longrightarrow\quad g(x)<g(y).
\]

**Solution.** The logarithm is strictly increasing, so \(\log x<\log y\). Multiplying by \(b>0\) gives \(b\log x<b\log y\), and \(a>0\) gives \(ax<ay\). Adding the two inequalities gives the claim. The Lean proof forms the same two products, `h1` and `h2`, and adds them with `linarith`.

```lean
variable {a b : ℝ}

/-- For `a, b > 0` the grid coordinate increases strictly with the radius on `(0, ∞)`. -/
theorem strictMonoOn_gridMap (ha : 0 < a) (hb : 0 < b) :
    StrictMonoOn (gridMap a b) (Ioi 0) := by
  intro x hx y _ hxy
  have hlog := Real.log_lt_log (mem_Ioi.1 hx) hxy
  have h1 := mul_lt_mul_of_pos_left hxy ha
  have h2 := mul_lt_mul_of_pos_left hlog hb
  simp only [gridMap]
  linarith
```

## (c) A bracket for the radius

**Task.** Given a real \(t\), put \(R=e^{t/b}\). Show that some \(r\) satisfies

\[
e^{(t-aR)/b}\le r\le R,\qquad g(r)=t .
\]

**Solution.** Call the lower end \(R_-\). Since \(aR>0\), we have \(R_-\le R\). At the two ends

\[
g(R)=aR+t\ge t,\qquad g(R_-)=aR_-+t-aR\le t .
\]

By (a), \(g\) is continuous on \([R_-,R]\), so the intermediate value theorem supplies the radius. In the code, `h1` and `h2` are the two end-point inequalities, and `intermediate_value_Icc` finishes the argument.

```lean
/-- For `a, b > 0`, each grid coordinate `t` is reached at a radius between
`exp ((t - a exp (t/b)) / b)` and `exp (t/b)`. -/
theorem exists_radius_between (ha : 0 < a) (hb : 0 < b) (t : ℝ) :
    ∃ r ∈ Icc (Real.exp ((t - a * Real.exp (t / b)) / b)) (Real.exp (t / b)),
      gridMap a b r = t := by
  have hb' := hb.ne'
  have hE := mul_pos ha (Real.exp_pos (t / b))
  have hle : Real.exp ((t - a * Real.exp (t / b)) / b) ≤ Real.exp (t / b) := by
    apply Real.exp_le_exp.2
    rw [div_le_iff₀ hb]
    have e : t / b * b = t := by field_simp
    linarith
  have h1 : gridMap a b (Real.exp ((t - a * Real.exp (t / b)) / b)) ≤ t := by
    simp only [gridMap, Real.log_exp]
    have e : b * ((t - a * Real.exp (t / b)) / b) = t - a * Real.exp (t / b) :=
      mul_div_cancel₀' hb' _
    have := mul_le_mul_of_nonneg_left hle ha.le
    linarith
  have h2 : t ≤ gridMap a b (Real.exp (t / b)) := by
    simp only [gridMap, Real.log_exp]
    have e : b * (t / b) = t := by field_simp
    linarith
  -- the intermediate value theorem between the two bracketing radii
  exact intermediate_value_Icc hle (fun x hx => (hasDerivAt_gridMap a b
    (lt_of_lt_of_le (Real.exp_pos _) hx.1)).continuousAt.continuousWithinAt) ⟨h1, h2⟩
where
  mul_div_cancel₀' {b : ℝ} (hb : b ≠ 0) (x : ℝ) : b * (x / b) = x := by field_simp
```

## (d) One radius for each coordinate

**Task.** Show that

\[
g:(0,\infty)\to\mathbb R\quad\text{is a bijection.}
\]

**Solution.** By (b), different radii have different coordinates. By (c), every real \(t\) is reached, and the radius found there is positive because it is at least an exponential.

`BijOn (gridMap a b) (Ioi 0) univ` has three components: the map sends the half-line into the reals, it is injective there, and it reaches every real number.

```lean
/-- For `a, b > 0` the log-linear grid map is a bijection from `(0, ∞)` onto the reals. -/
theorem bijOn_gridMap (ha : 0 < a) (hb : 0 < b) :
    BijOn (gridMap a b) (Ioi 0) univ := by
  refine ⟨fun _ _ => mem_univ _, (strictMonoOn_gridMap ha hb).injOn, fun t _ => ?_⟩
  obtain ⟨r, hr, h⟩ := exists_radius_between ha hb t
  exact ⟨r, lt_of_lt_of_le (Real.exp_pos _) hr.1, h⟩
```

## (e) From coordinate to radius and back

**Task.** Show that for every real \(t\)

\[
r(t)>0,\qquad g(r(t))=t .
\]

**Solution.** By (d) a positive radius with coordinate \(t\) exists, and \(r(t)\) was defined as such a radius. The two halves are `Function.invFunOn_mem` and `Function.invFunOn_eq`.

```lean
/-- For `a, b > 0` the grid radius is positive and has the grid coordinate `t`. -/
theorem gridRadius_spec (ha : 0 < a) (hb : 0 < b) (t : ℝ) :
    0 < gridRadius a b t ∧ gridMap a b (gridRadius a b t) = t := by
  have h : ∃ r ∈ Ioi (0 : ℝ), gridMap a b r = t := (bijOn_gridMap ha hb).surjOn (mem_univ t)
  exact ⟨Function.invFunOn_mem h, Function.invFunOn_eq h⟩
```

## (f) From radius to coordinate and back

**Task.** Show that for \(r>0\)

\[
r(g(r))=r .
\]

**Solution.** By (e), \(r(g(r))\) is positive and has coordinate \(g(r)\). The radius \(r\) has the same coordinate, and \(g\) is injective on \((0,\infty)\), so the two are equal.

```lean
/-- For `a, b > 0`, mapping a radius `r > 0` to the grid and back returns `r`. -/
theorem gridRadius_gridMap (ha : 0 < a) (hb : 0 < b) {r : ℝ} (hr : 0 < r) :
    gridRadius a b (gridMap a b r) = r := by
  have h := gridRadius_spec ha hb (gridMap a b r)
  exact (strictMonoOn_gridMap ha hb).injOn h.1 hr h.2
```

## (g) How the radius varies along the grid

**Task.** Show that, with \(r=r(t)\),

\[
\frac{dr}{dt}=\frac{r}{a r+b}.
\]

**Solution.** First, \(r(t)\) is continuous. Let \(c<r(t)\). If \(c\le0\), then \(r(s)>0\ge c\) for all \(s\). If \(c>0\), then \(g(c)<t\), so every \(s\) near \(t\) satisfies \(g(c)<s\); were \(r(s)\le c\), monotonicity would give \(s=g(r(s))\le g(c)\), a contradiction. Hence \(r(s)>c\) near \(t\). The same argument with the inequalities reversed handles \(c>r(t)\).

For \(s\ne t\) the radii \(r(s)\) and \(r(t)\) differ, and

\[
\frac{r(s)-r(t)}{s-t}
=\left[\frac{g(r(s))-g(r(t))}{r(s)-r(t)}\right]^{-1}
\longrightarrow\frac1{a+b/r}=\frac{r}{ar+b}
\qquad(s\to t).
\]

The proof turns on `HasDerivAt.of_local_left_inverse`, which carries out this limit. It takes four inputs: continuity of \(r(t)\), the derivative of \(g\) at \(r(t)\), the fact that this derivative is nonzero, and \(g(r(s))=s\) for \(s\) near \(t\). It returns the reciprocal derivative. Continuity is a genuine input: for the squaring map, a square root whose sign jumps erratically from point to point still satisfies the inverse equation, yet has no derivative. The code obtains continuity from `tendsto_order`, whose two cases are the bounds \(c\) below and above \(r(t)\).

```lean
/-- For `a, b > 0` the radius varies along the grid as `dr/dt = r / (a r + b)`. -/
theorem hasDerivAt_gridRadius (ha : 0 < a) (hb : 0 < b) (t : ℝ) :
    HasDerivAt (gridRadius a b) (gridRadius a b t / (a * gridRadius a b t + b)) t := by
  have hs := gridRadius_spec ha hb
  have hm := strictMonoOn_gridMap ha hb
  -- the grid radius is continuous: it inverts a strictly increasing map of `(0, ∞)` onto `ℝ`
  have hc : ContinuousAt (gridRadius a b) t := by
    refine tendsto_order.2 ⟨fun c hc => ?_, fun c hc => ?_⟩
    · rcases le_or_gt c 0 with h0 | h0
      · exact Filter.Eventually.of_forall fun s => lt_of_le_of_lt h0 (hs s).1
      · have h1 := hm h0 (hs t).1 hc
        rw [(hs t).2] at h1
        filter_upwards [lt_mem_nhds h1] with s h2
        refine lt_of_not_ge fun h3 => ?_
        have h4 := hm.monotoneOn (hs s).1 h0 h3
        rw [(hs s).2] at h4
        linarith
    · have h0 : 0 < c := (hs t).1.trans hc
      have h1 := hm (hs t).1 h0 hc
      rw [(hs t).2] at h1
      filter_upwards [gt_mem_nhds h1] with s h2
      refine lt_of_not_ge fun h3 => ?_
      have h4 := hm.monotoneOn h0 (hs s).1 h3
      rw [(hs s).2] at h4
      linarith
  have hr := (hs t).1
  have hd : a + b / gridRadius a b t ≠ 0 := by positivity
  have h := HasDerivAt.of_local_left_inverse hc (hasDerivAt_gridMap a b hr) hd
    (Filter.Eventually.of_forall fun s => (hs s).2)
  refine h.congr_deriv ?_
  rw [show a + b / gridRadius a b t = (a * gridRadius a b t + b) / gridRadius a b t by
    field_simp, inv_div]
```

## (h) The wavenumber seen on the grid

**Task.** Suppose that \(k(r)\le C+D/r\) for all \(r>0\). Show that for every \(t\)

\[
k(r(t))\,\frac{dr}{dt}\le\max\!\left(\frac Ca,\frac Db\right).
\]

If the wavenumber tends to a limit far from the nucleus, the constant \(C\) has to be at least that limit. The term \(D/r\) allows for the growth of the wavenumber towards a point nucleus, where the relativistic momentum in a Coulomb potential diverges like \(1/r\). Since the bound has to hold at every radius, \(D\) may have to exceed the coefficient of that divergence.

**Solution.** Let \(M\) be the maximum on the right. Then \(C\le Ma\) and \(D\le Mb\). Multiplying the hypothesis by \(r=r(t)>0\) gives

\[
k(r)\,r\le Cr+D\le M(ar+b).
\]

Division by \(ar+b>0\) and (g) give the result.

In Lean, `k` is any real function and `C`, `D` are any real numbers. The physical case has all three nonnegative, and the bound then controls the size of the grid wavenumber; for a `k` that takes negative values it is an upper bound only. The proof inserts the derivative from (g), replaces \(r(t)\) by a general positive `r`, and follows the chain above, with `h1` as its first inequality.

```lean
/-- Let `a, b > 0`. If the local wavenumber obeys `k(r) ≤ C + D/r` for all `r > 0`, then the
wavenumber seen on the grid obeys `k(r) dr/dt ≤ max (C/a) (D/b)` at every `t`. -/
theorem gridWavenumber_le (ha : 0 < a) (hb : 0 < b) {k : ℝ → ℝ} {C D : ℝ}
    (hk : ∀ r, 0 < r → k r ≤ C + D / r) (t : ℝ) :
    k (gridRadius a b t) * deriv (gridRadius a b) t ≤ max (C / a) (D / b) := by
  rw [(hasDerivAt_gridRadius ha hb t).deriv]
  have hr := (gridRadius_spec ha hb t).1
  generalize gridRadius a b t = r at hr ⊢
  have hC := (div_le_iff₀ ha).1 (le_max_left (C / a) (D / b))
  have hD := (div_le_iff₀ hb).1 (le_max_right (C / a) (D / b))
  have h1 : k r * r ≤ C * r + D := by
    have h2 := mul_le_mul_of_nonneg_right (hk r hr) hr.le
    have e : (C + D / r) * r = C * r + D := by field_simp
    linarith
  rw [← mul_div_assoc, div_le_iff₀ (by positivity)]
  have h3 := mul_le_mul_of_nonneg_right hC hr.le
  linarith
```

## (i) No smaller constant works

**Task.** Take \(k(r)=C+D/r\), and let \(M\) now be any number with \(k(r(t))\,dr/dt\le M\) for all \(t\). Show that

\[
\max\!\left(\frac Ca,\frac Db\right)\le M .
\]

**Solution.** By (f), every \(r>0\) occurs on the grid, at \(t=g(r)\). The assumption therefore reads \((Cr+D)/(ar+b)\le M\), or

\[
p\,r+q\le0\quad\text{for all } r>0,\qquad p=C-Ma,\quad q=D-Mb .
\]

If \(p>0\), the radius \(r=(|q|+1)/p\) gives \(pr+q=|q|+1+q\ge1\), a contradiction. If \(q>0\), the radius \(r=q/(2(|p|+1))\) gives \(pr\ge-q/2\), so \(pr+q\ge q/2>0\), again a contradiction. Hence \(C\le Ma\) and \(D\le Mb\), which is the claim.

The steps `key` and `lin` are the linear inequality and its consequence. The statement concerns the whole infinite grid; a finite stretch of it may admit a smaller constant.

```lean
/-- For `a, b > 0` and the wavenumber `k(r) = C + D/r`, every bound `M` on `k(r) dr/dt` valid
on the whole grid is at least `max (C/a) (D/b)`. -/
theorem gridWavenumber_bound_sharp (ha : 0 < a) (hb : 0 < b) {C D M : ℝ}
    (hM : ∀ t, (C + D / gridRadius a b t) * deriv (gridRadius a b) t ≤ M) :
    max (C / a) (D / b) ≤ M := by
  have key : ∀ r, 0 < r → (C - M * a) * r + (D - M * b) ≤ 0 := by
    intro r hr
    have h := hM (gridMap a b r)
    rw [(hasDerivAt_gridRadius ha hb _).deriv, gridRadius_gridMap ha hb hr] at h
    have e : (C + D / r) * (r / (a * r + b)) = (C * r + D) / (a * r + b) := by field_simp
    rw [e, div_le_iff₀ (by positivity)] at h
    linarith
  -- large radii control the slope, small radii the intercept
  have lin : ∀ p q : ℝ, (∀ r, 0 < r → p * r + q ≤ 0) → p ≤ 0 ∧ q ≤ 0 := by
    intro p q h
    constructor
    · refine le_of_not_gt fun hp => ?_
      obtain ⟨r, hr, e⟩ : ∃ r, 0 < r ∧ p * r = |q| + 1 :=
        ⟨(|q| + 1) / p, by positivity, by field_simp⟩
      linarith [h r hr, neg_abs_le q]
    · refine le_of_not_gt fun hq => ?_
      obtain ⟨r, hr, e⟩ : ∃ r, 0 < r ∧ (|p| + 1) * r = q / 2 :=
        ⟨q / 2 / (|p| + 1), by positivity, by field_simp⟩
      linarith [h r hr, mul_le_mul_of_nonneg_right (neg_abs_le p) hr.le]
  obtain ⟨h1, h2⟩ := lin _ _ key
  exact max_le ((div_le_iff₀ ha).2 (by linarith)) ((div_le_iff₀ hb).2 (by linarith))
```

## (j) Phase accumulated in one step

**Task.** Let \(k(r)\le C+D/r\) for all \(r>0\), let \(h\ge0\) be a grid step, and let \(k\) be integrable between \(r(t)\) and \(r(t+h)\). Show that

\[
\int_{r(t)}^{r(t+h)}k(r)\,dr\le\max\!\left(\frac Ca,\frac Db\right)h .
\]

**Solution.** Let \(M\) again be the maximum, and write \(r_1=r(t)\), \(r_2=r(t+h)\). By (b), \(r_1\le r_2\). From \(C\le Ma\) and \(D\le Mb\),

\[
k(r)\le M\left(a+\frac br\right)=M\,g'(r),
\]

and integration gives

\[
\int_{r_1}^{r_2}k\,dr\le M\,[g(r_2)-g(r_1)]=M\,[(t+h)-t]=Mh .
\]

Integrability of `k` is the hypothesis `hint`; continuity is not required. In the code, `hmono` compares the integrals and `hF` evaluates the larger one by the fundamental theorem of calculus.

```lean
/-- Let `a, b > 0` and `k(r) ≤ C + D/r` for all `r > 0`. Over a grid step `h ≥ 0` on which `k`
is integrable, the phase `∫ k dr` is at most `max (C/a) (D/b) * h`. -/
theorem phase_per_step_le (ha : 0 < a) (hb : 0 < b) {k : ℝ → ℝ} {C D t h : ℝ}
    (hk : ∀ r, 0 < r → k r ≤ C + D / r) (hh : 0 ≤ h)
    (hint : IntervalIntegrable k MeasureTheory.volume
      (gridRadius a b t) (gridRadius a b (t + h))) :
    ∫ r in (gridRadius a b t)..(gridRadius a b (t + h)), k r ≤ max (C / a) (D / b) * h := by
  obtain ⟨p1, e1⟩ := gridRadius_spec ha hb t
  obtain ⟨p2, e2⟩ := gridRadius_spec ha hb (t + h)
  have hC := (div_le_iff₀ ha).1 (le_max_left (C / a) (D / b))
  have hD := (div_le_iff₀ hb).1 (le_max_right (C / a) (D / b))
  generalize max (C / a) (D / b) = M at hC hD ⊢
  generalize gridRadius a b t = r₁ at *
  generalize gridRadius a b (t + h) = r₂ at *
  have hle : r₁ ≤ r₂ := by
    refine le_of_not_gt fun hlt => ?_
    have := strictMonoOn_gridMap ha hb p2 p1 hlt
    linarith
  have hpos : ∀ x ∈ uIcc r₁ r₂, 0 < x := by
    intro x hx
    rw [uIcc_of_le hle] at hx
    exact lt_of_lt_of_le p1 hx.1
  have hg : IntervalIntegrable (fun r => M * (a + b / r)) MeasureTheory.volume r₁ r₂ :=
    ContinuousOn.intervalIntegrable (continuousOn_const.mul (continuousOn_const.add
      (continuousOn_const.div continuousOn_id fun x hx => (hpos x hx).ne')))
  -- the majorant `M (a + b/r)` is the derivative of `M` times the grid map
  have hF : ∫ r in r₁..r₂, M * (a + b / r) = M * gridMap a b r₂ - M * gridMap a b r₁ :=
    intervalIntegral.integral_eq_sub_of_hasDerivAt (f := fun r => M * gridMap a b r)
      (fun x hx => (hasDerivAt_gridMap a b (hpos x hx)).const_mul M) hg
  have hmono : ∫ r in r₁..r₂, k r ≤ ∫ r in r₁..r₂, M * (a + b / r) := by
    refine intervalIntegral.integral_mono_on hle hint hg fun x hx => ?_
    have hx0 : 0 < x := lt_of_lt_of_le p1 hx.1
    have h1 : D / x ≤ M * b / x := by gcongr
    have e : M * (a + b / x) = M * a + M * b / x := by ring
    linarith [hk x hx0]
  rw [hF, e1, e2] at hmono
  linarith

end

end LogLinearGrid
```

```lean
#print axioms LogLinearGrid.gridWavenumber_le
#print axioms LogLinearGrid.gridWavenumber_bound_sharp
#print axioms LogLinearGrid.phase_per_step_le
```

```
'LogLinearGrid.gridWavenumber_le' depends on axioms: [propext, Classical.choice, Quot.sound]
'LogLinearGrid.gridWavenumber_bound_sharp' depends on axioms: [propext, Classical.choice, Quot.sound]
'LogLinearGrid.phase_per_step_le' depends on axioms: [propext, Classical.choice, Quot.sound]
```

## Filling the grid and choosing the step in a program

A program can choose a first radius \(r_0\), set \(t_0=g(r_0)\) and \(t_i=t_0+ih\) with \(h>0\), and find each \(r_i\) by Newton's method started from \(r_{i-1}\):

\[
r\leftarrow r+\bigl(t_i-g(r)\bigr)\frac{r}{ar+b}.
\]

Because \(g\) is increasing and concave, the iterates rise towards \(r_i\) without overshooting, apart from rounding. Multiplied by \(h\), the factor from (g) is also the weight of an interior point when an integral over \(r\) is computed by the trapezoidal rule in \(t\).

For a continuum electron of total energy \(E>c^2\) in the field of a point charge \(Z>0\), a simple choice of local wavenumber is the classical relativistic momentum. In atomic units, with \(c\) the speed of light and without the centrifugal term, it obeys

\[
k^2=p^2+\frac{2EZ}{c^2r}+\frac{Z^2}{c^2r^2},\qquad p^2=\frac{E^2}{c^2}-c^2,\quad p>0 .
\]

Here \(C=p\) and \(D=EZ/(c^2p)\) will do: squaring \(C+D/r\) reproduces the first two terms, and \(E>cp\) makes \(D^2\) larger than \(Z^2/c^2\). For a slow electron this \(D\) is large, and the step chosen below is then shorter than the phase requires. By the same argument any \(C\) with \(p\le C\le E/c\) is allowed, together with \(D=EZ/(c^2C)\), and for a slow electron a suitable \(C\) above \(p\) permits a longer step. Let \(n\ge1\) be the least number of steps wanted per \(2\pi\) of phase. To keep the phase per step at or below \(2\pi/n\), the program takes \(h\le 2\pi/\bigl(n\max(C/a,D/b)\bigr)\).
